# A vector transition operator gives every state of a spin level the same total decay rate

Suppose a simulation stores one decay rate per atomic level, but the magnetic sublevels really decay at different rates. No single stored rate can then give the right total fluorescence for every distribution of population over the sublevels. Even a table with one rate per sublevel can fail, because a coherent superposition may decay faster or slower than any sublevel in it. Neither problem arises for decay from one degenerate level to another if the transition matrices form a vector operator and all polarisations are counted with equal weight.

## The sum over components is a multiple of the identity

Let the initial level have spin $j=n/2$ and the final level spin $j'=n'/2$, with spin matrices $J_i$ and $J'_i$ in units of $\hbar$. For an atom, spin here means the total angular momentum of the level, not the electron spin alone. The indices $i,k,l$ run over $0,1,2$, meaning $x,y,z$, and $\mathrm{i}$ is the imaginary unit. The transition matrices $V_k$ have $n'+1$ rows and $n+1$ columns. The hypothesis is

$$J'_iV_k-V_kJ_i=\mathrm{i}\sum_l\varepsilon_{ikl}V_l ,$$

where $\varepsilon_{ikl}$ is the Levi-Civita symbol. It says that the $V_k$ rotate like the Cartesian components of a vector, as those of a dipole operator do. The conclusion is

$$D:=\sum_k V_k^\dagger V_k=\frac{S}{n+1}\,\mathbf 1,\qquad S=\sum_{k,a,b}|(V_k)_{ab}|^2 ,$$

with $n+1=2j+1$. Every normalised state $\psi$ of the initial level therefore has the rate $\sum_k\|V_k\psi\|^2=S/(n+1)$, in units where the common prefactor is one.

## One rate per level in a population code

A rate-equation code for free atoms can compute the line strength $S$ of a transition once, divide by the degeneracy of the initial level, multiply by the common prefactor, and use the result for all sublevels of the initial level. The divisor belongs to the level that decays, not to the one it decays into.

The identity also checks a stored array of amplitudes. With `V` indexed as component, final state, initial state, `einsum('kab,kac->bc', V.conj(), V)` returns $D$, which should be a multiple of the identity up to rounding. The off-diagonal entries need checking too, as the example below shows. Passing is necessary but not sufficient: reversing the sign of one whole $V_k$ leaves $D$ unchanged.

## From the commutator to the constant

**The adjoints.** The spin matrices are Hermitian, so taking the adjoint of the hypothesis and changing the overall sign gives

$$J_iV_k^\dagger-V_k^\dagger J'_i=\mathrm{i}\sum_l\varepsilon_{ikl}V_l^\dagger .$$

**The commutator.** Adding and subtracting $V_k^\dagger J'_iV_k$,

$$[J_i,V_k^\dagger V_k]=(J_iV_k^\dagger-V_k^\dagger J'_i)V_k+V_k^\dagger(J'_iV_k-V_kJ_i)
=\mathrm{i}\sum_l\varepsilon_{ikl}\,(V_l^\dagger V_k+V_k^\dagger V_l).$$

After summing over $k$, the bracket is symmetric in $k,l$ and $\varepsilon_{ikl}$ is antisymmetric, so $[J_i,D]=0$ for each $i$.

**The diagonal form.** Number the basis states $a=0,\dots,n$, with $m=n/2-a$. The $(a,b)$ entry of $[J_2,D]=0$ is $(b-a)D_{ab}=0$, so $D$ is diagonal.

**Equal entries.** $D$ also commutes with $J_+=J_0+\mathrm{i}J_1$, whose only nonzero entries are $(J_+)_{a,a+1}=\sqrt{(a+1)(n-a)}$ for $0\le a<n$. The $(a,a+1)$ entry of $J_+D=DJ_+$ reads

$$(J_+)_{a,a+1}D_{a+1,a+1}=D_{aa}(J_+)_{a,a+1}.$$

The square root is positive, so neighbouring diagonal entries agree and $D=c\,\mathbf 1$. For $n=0$ there is only one entry and nothing to compare.

**The constant.** The trace of $D$ is $\sum_{k,a,b}|(V_k)_{ab}|^2=S$, and the trace of $c\,\mathbf 1$ is $c(n+1)$. Hence $c=S/(n+1)$.

**The rate.** For normalised $\psi$, $\sum_k\|V_k\psi\|^2=\psi^\dagger D\psi=c\,\psi^\dagger\psi=S/(n+1)$.

## Spin 1 to spin 0 in numbers

Take $n=2$, $n'=0$, with columns ordered $m=1,0,-1$:

$$V_0=\tfrac1{\sqrt2}(-1,0,1),\quad V_1=\tfrac{-\mathrm{i}}{\sqrt2}(1,0,1),\quad V_2=(0,1,0).$$

These rows satisfy the vector condition. Their products are

$$V_0^\dagger V_0=\tfrac12\begin{pmatrix}1&0&-1\\0&0&0\\-1&0&1\end{pmatrix},\quad
V_1^\dagger V_1=\tfrac12\begin{pmatrix}1&0&1\\0&0&0\\1&0&1\end{pmatrix},\quad
V_2^\dagger V_2=\begin{pmatrix}0&0&0\\0&1&0\\0&0&0\end{pmatrix}.$$

They add up to the identity, in agreement with $S/(n+1)=3/3=1$. The $z$ component alone gives rate 1 for $m=0$ and rate 0 for $m=\pm1$, so the sum over components matters.

Now lose the minus sign in $V_0$. Each sublevel still has rate 1, but the superpositions $(1,0,1)/\sqrt2$ and $(1,0,-1)/\sqrt2$ get rates 2 and 0. The diagonal of $D$ does not show the error, but its off-diagonal entries do.

## The Lean file

```lean
import Mathlib

open scoped Matrix
open Complex (I)

namespace VectorTransition

noncomputable section

/-- The matrix of `J_z` for spin `n/2`, in the basis `m = n/2, n/2 - 1, ..., -n/2`. -/
def spinZ (n : ℕ) : Matrix (Fin (n + 1)) (Fin (n + 1)) ℂ :=
  Matrix.diagonal fun a => (((n : ℝ) / 2 - ((a : ℕ) : ℝ) : ℝ) : ℂ)

/-- The raising matrix `J_x + i J_y` for spin `n/2`, in the same basis. -/
def spinRaise (n : ℕ) : Matrix (Fin (n + 1)) (Fin (n + 1)) ℂ :=
  Matrix.of fun a b => if (a : ℕ) + 1 = (b : ℕ) then
    ((Real.sqrt (((b : ℕ) : ℝ) * ((n : ℝ) + 1 - ((b : ℕ) : ℝ))) : ℝ) : ℂ) else 0

/-- The standard spin matrices `J_x, J_y, J_z` for spin `n/2`. -/
def spin (n : ℕ) : Fin 3 → Matrix (Fin (n + 1)) (Fin (n + 1)) ℂ :=
  ![(1 / 2 : ℂ) • (spinRaise n + (spinRaise n)ᴴ),
    (-I / 2) • (spinRaise n - (spinRaise n)ᴴ), spinZ n]

/-- The Levi-Civita symbol on three indices, written as a product of differences. -/
def levi (i k l : Fin 3) : ℝ :=
  (((k : ℕ) : ℝ) - ((i : ℕ) : ℝ)) * (((l : ℕ) : ℝ) - ((i : ℕ) : ℝ)) *
    (((l : ℕ) : ℝ) - ((k : ℕ) : ℝ)) / 2

variable {n n' : ℕ} (V : Fin 3 → Matrix (Fin (n' + 1)) (Fin (n + 1)) ℂ)

/-- Three transition matrices from spin `n/2` to spin `n'/2` form a vector operator:
`J'_i V_k - V_k J_i = i ∑ ε_ikl V_l`. -/
def IsVectorOperator : Prop :=
  ∀ i k, spin n' i * V k - V k * spin n i = ∑ l, (I * (levi i k l : ℂ)) • V l

/-- The decay operator `∑ V_k† V_k` on the initial level. -/
def decayOp : Matrix (Fin (n + 1)) (Fin (n + 1)) ℂ := ∑ k, (V k)ᴴ * V k

/-- The line strength `S`: the sum of the squared moduli of all matrix elements. -/
def lineStrength : ℝ := ∑ k, ∑ a, ∑ b, ‖V k a b‖ ^ 2

/-- The total decay rate of the state `ψ`, summed over polarisations and final states,
in units where the common prefactor is one. -/
def decayRate (ψ : Fin (n + 1) → ℂ) : ℝ := ∑ k, ∑ a, ‖(V k *ᵥ ψ) a‖ ^ 2

/-- An amplitude times its conjugate is its squared modulus. -/
lemma star_mul_self_eq (z : ℂ) : star z * z = ((‖z‖ ^ 2 : ℝ) : ℂ) := by
  rw [← Complex.normSq_eq_norm_sq]
  exact Complex.normSq_eq_conj_mul_self.symm

/-- The trace of the decay operator is the line strength. -/
theorem trace_decayOp : (decayOp V).trace = (lineStrength V : ℂ) := by
  rw [decayOp, Matrix.trace_sum, lineStrength, Complex.ofReal_sum]
  refine Finset.sum_congr rfl fun k _ => ?_
  rw [Finset.sum_comm]
  simp only [Matrix.trace, Matrix.diag_apply, Matrix.mul_apply,
    Matrix.conjTranspose_apply, Complex.ofReal_sum, star_mul_self_eq]

variable {V}

/-- The standard spin matrices are Hermitian. -/
theorem spin_hermitian (n : ℕ) (i : Fin 3) : (spin n i)ᴴ = spin n i := by
  fin_cases i
  · change ((1 / 2 : ℂ) • (spinRaise n + (spinRaise n)ᴴ))ᴴ =
      (1 / 2 : ℂ) • (spinRaise n + (spinRaise n)ᴴ)
    have h : star (1 / 2 : ℂ) = 1 / 2 := by simp
    rw [Matrix.conjTranspose_smul, Matrix.conjTranspose_add,
      Matrix.conjTranspose_conjTranspose, h]
    module
  · change ((-I / 2) • (spinRaise n - (spinRaise n)ᴴ))ᴴ =
      (-I / 2) • (spinRaise n - (spinRaise n)ᴴ)
    have h : star (-I / 2) = I / 2 := by simp
    rw [Matrix.conjTranspose_smul, Matrix.conjTranspose_sub,
      Matrix.conjTranspose_conjTranspose, h]
    module
  · change (spinZ n)ᴴ = spinZ n
    rw [spinZ, Matrix.diagonal_conjTranspose]
    exact congrArg Matrix.diagonal (funext fun a => Complex.conj_ofReal _)

/-- The adjoints of a vector operator form a vector operator for the reverse transition. -/
theorem IsVectorOperator.adjoint (h : IsVectorOperator V) :
    IsVectorOperator fun k => (V k)ᴴ := by
  intro i k
  have e := congrArg Matrix.conjTranspose (h i k)
  have hs : ∀ l, star (I * (levi i k l : ℂ)) = -(I * (levi i k l : ℂ)) := by
    intro l
    simp
  simp only [Matrix.conjTranspose_sub, Matrix.conjTranspose_mul, spin_hermitian,
    Matrix.conjTranspose_sum, Matrix.conjTranspose_smul, hs, neg_smul,
    Finset.sum_neg_distrib] at e
  rw [← neg_sub, e, neg_neg]

/-- The decay operator of a vector operator commutes with every spin matrix of the
initial level. -/
theorem decayOp_comm (h : IsVectorOperator V) (i : Fin 3) :
    spin n i * decayOp V = decayOp V * spin n i := by
  have ha : ∀ k, spin n i * (V k)ᴴ - (V k)ᴴ * spin n' i =
      ∑ l, (I * (levi i k l : ℂ)) • (V l)ᴴ := fun k => h.adjoint i k
  have key : ∀ k, spin n i * ((V k)ᴴ * V k) - (V k)ᴴ * V k * spin n i =
      (∑ l, (I * (levi i k l : ℂ)) • (V l)ᴴ) * V k +
        (V k)ᴴ * ∑ l, (I * (levi i k l : ℂ)) • V l := by
    intro k
    rw [← ha k, ← h i k]
    simp only [Matrix.sub_mul, Matrix.mul_sub, Matrix.mul_assoc]
    abel
  rw [← sub_eq_zero, decayOp, Finset.mul_sum, Finset.sum_mul, ← Finset.sum_sub_distrib,
    Finset.sum_congr rfl (fun k _ => key k)]
  simp only [Matrix.sum_mul, Matrix.mul_sum, Matrix.smul_mul, Matrix.mul_smul,
    Finset.sum_add_distrib]
  -- exchange k and l in the first sum; the two sums then cancel by antisymmetry
  rw [Finset.sum_comm, ← Finset.sum_add_distrib]
  refine Finset.sum_eq_zero fun k _ => ?_
  rw [← Finset.sum_add_distrib]
  refine Finset.sum_eq_zero fun l _ => ?_
  have hl : levi i l k = -levi i k l := by
    unfold levi
    ring
  rw [hl, Complex.ofReal_neg]
  module

/-- Schur's lemma for a spin level: a matrix that commutes with all three spin matrices
is a multiple of the identity. -/
theorem scalar_of_comm_spin {A : Matrix (Fin (n + 1)) (Fin (n + 1)) ℂ}
    (h : ∀ i, spin n i * A = A * spin n i) : ∃ c : ℂ, A = c • 1 := by
  -- commuting with J_z forces A to be diagonal
  have hz : ∀ a b, a ≠ b → A a b = 0 := by
    intro a b hab
    have h2 : spinZ n * A = A * spinZ n := h 2
    have e := congrFun (congrFun h2 a) b
    rw [spinZ, Matrix.diagonal_mul, Matrix.mul_diagonal] at e
    have hne : ((a : ℕ) : ℂ) - ((b : ℕ) : ℂ) ≠ 0 :=
      sub_ne_zero.mpr fun hh => hab (Fin.ext (Nat.cast_injective hh))
    have e' : (((a : ℕ) : ℂ) - ((b : ℕ) : ℂ)) * A a b = 0 := by
      push_cast at e
      linear_combination -e
    exact (mul_eq_zero.mp e').resolve_left hne
  have hA : A = Matrix.diagonal fun a => A a a := by
    ext a b
    by_cases hab : a = b
    · subst hab
      rw [Matrix.diagonal_apply_eq]
    · rw [Matrix.diagonal_apply_ne _ hab, hz a b hab]
  have hr : spinRaise n = spin n 0 + I • spin n 1 := by
    change spinRaise n = (1 / 2 : ℂ) • (spinRaise n + (spinRaise n)ᴴ) +
      I • ((-I / 2) • (spinRaise n - (spinRaise n)ᴴ))
    have hI : I * (-I / 2) = 1 / 2 := by linear_combination (-1 / 2) * Complex.I_mul_I
    rw [smul_smul, hI]
    module
  have hR : spinRaise n * A = A * spinRaise n := by
    rw [hr, add_mul, mul_add, smul_mul_assoc, mul_smul_comm, h 0, h 1]
  -- commuting with the raising matrix makes neighbouring diagonal entries equal
  have hd : ∀ m (hm : m < n + 1), A ⟨m, hm⟩ ⟨m, hm⟩ =
      A ⟨0, Nat.succ_pos n⟩ ⟨0, Nat.succ_pos n⟩ := by
    intro m
    induction m with
    | zero => intro hm; rfl
    | succ m ih =>
      intro hm
      have hm' : m < n + 1 := by omega
      rw [← ih hm']
      have e := congrFun (congrFun hR ⟨m, hm'⟩) ⟨m + 1, hm⟩
      rw [hA, Matrix.mul_diagonal, Matrix.diagonal_mul] at e
      have hv : spinRaise n ⟨m, hm'⟩ ⟨m + 1, hm⟩ = ((Real.sqrt (((m + 1 : ℕ) : ℝ) *
          ((n : ℝ) + 1 - ((m + 1 : ℕ) : ℝ))) : ℝ) : ℂ) := if_pos rfl
      have hlt : ((m + 1 : ℕ) : ℝ) < (n : ℝ) + 1 := by exact_mod_cast hm
      have hne : spinRaise n ⟨m, hm'⟩ ⟨m + 1, hm⟩ ≠ 0 := by
        rw [hv]
        exact Complex.ofReal_ne_zero.mpr
          (Real.sqrt_pos.mpr (mul_pos (by positivity) (by linarith))).ne'
      exact mul_left_cancel₀ hne (by linear_combination e)
  refine ⟨A ⟨0, Nat.succ_pos n⟩ ⟨0, Nat.succ_pos n⟩, ?_⟩
  ext a b
  by_cases hab : a = b
  · subst hab
    simpa using hd a.1 a.2
  · simp [hz a b hab, Matrix.one_apply_ne hab]

/-- For a vector operator from spin `j = n/2`, the decay operator is `S / (2j + 1)` times
the identity, with `S` the line strength. -/
theorem decayOp_eq (h : IsVectorOperator V) :
    decayOp V = ((lineStrength V / ((n : ℝ) + 1) : ℝ) : ℂ) • 1 := by
  obtain ⟨c, hc⟩ := scalar_of_comm_spin (decayOp_comm h)
  have ht := trace_decayOp V
  rw [hc, Matrix.trace_smul, Matrix.trace_one, Fintype.card_fin, smul_eq_mul] at ht
  have hcv : c = ((lineStrength V / ((n : ℝ) + 1) : ℝ) : ℂ) := by
    push_cast at ht ⊢
    rw [eq_div_iff (Nat.cast_add_one_ne_zero n)]
    exact ht
  rw [hc, hcv]

/-- Under a vector operator every normalised state of the initial level, superpositions
included, has the same total decay rate `S / (2j + 1)`, where `j = n/2`. -/
theorem decayRate_eq (h : IsVectorOperator V) (ψ : Fin (n + 1) → ℂ)
    (hψ : ∑ b, ‖ψ b‖ ^ 2 = 1) : decayRate V ψ = lineStrength V / ((n : ℝ) + 1) := by
  have hk : ∀ k, star ψ ⬝ᵥ (((V k)ᴴ * V k) *ᵥ ψ) =
      ((∑ a, ‖(V k *ᵥ ψ) a‖ ^ 2 : ℝ) : ℂ) := by
    intro k
    rw [← Matrix.mulVec_mulVec, Matrix.dotProduct_mulVec, ← Matrix.star_mulVec,
      Complex.ofReal_sum]
    exact Finset.sum_congr rfl fun a _ => star_mul_self_eq _
  -- the rate is the expectation value of the decay operator
  have h1 : star ψ ⬝ᵥ (decayOp V *ᵥ ψ) = (decayRate V ψ : ℂ) := by
    simp only [decayOp, decayRate, Fin.sum_univ_three, Matrix.add_mulVec, dotProduct_add,
      hk, Complex.ofReal_add]
  have h2 : star ψ ⬝ᵥ ψ = 1 := by
    rw [← Complex.ofReal_one, ← hψ, Complex.ofReal_sum]
    exact Finset.sum_congr rfl fun b _ => star_mul_self_eq _
  rw [decayOp_eq h, Matrix.smul_mulVec, Matrix.one_mulVec, dotProduct_smul, h2,
    smul_eq_mul, mul_one] at h1
  exact (Complex.ofReal_injective h1).symm

/-- The spin matrices of spin 1/2 form a vector operator from spin 1/2 to itself. -/
theorem spin_half_witness : IsVectorOperator (n := 1) (n' := 1) (spin 1) := by
  have hR : spinRaise 1 = !![0, 1; 0, 0] := by
    ext a b
    fin_cases a <;> fin_cases b <;> norm_num [spinRaise]
  have hZ : spinZ 1 = !![1 / 2, 0; 0, -1 / 2] := by
    ext a b
    fin_cases a <;> fin_cases b <;> norm_num [spinZ, Matrix.diagonal]
  have hx : spin 1 0 = !![0, 1 / 2; 1 / 2, 0] := by
    change (1 / 2 : ℂ) • (spinRaise 1 + (spinRaise 1)ᴴ) = _
    rw [hR]
    ext a b
    fin_cases a <;> fin_cases b <;> norm_num [Matrix.conjTranspose_apply]
  have hy : spin 1 1 = !![0, -I / 2; I / 2, 0] := by
    change (-I / 2) • (spinRaise 1 - (spinRaise 1)ᴴ) = _
    rw [hR]
    ext a b
    fin_cases a <;> fin_cases b <;>
      norm_num [Matrix.conjTranspose_apply, Complex.ext_iff]
  have hz : spin 1 2 = !![1 / 2, 0; 0, -1 / 2] := hZ
  have hm : ∀ (A B : Matrix (Fin (1 + 1)) (Fin (1 + 1)) ℂ) (a b : Fin (1 + 1)),
      (A * B) a b = A a 0 * B 0 b + A a 1 * B 1 b := by
    intro A B a b
    rw [Matrix.mul_apply]
    exact Fin.sum_univ_two _
  have h3 : ∀ i : Fin 3, i = 0 ∨ i = 1 ∨ i = 2 := by decide
  intro i k
  rw [Fin.sum_univ_three]
  -- compare real and imaginary parts of every entry
  rcases h3 i with rfl | rfl | rfl <;> rcases h3 k with rfl | rfl | rfl <;>
    simp only [hx, hy, hz] <;> ext a b <;> fin_cases a <;> fin_cases b <;>
    norm_num [hm, levi, Complex.ext_iff]

end

end VectorTransition
```

```lean
#print axioms VectorTransition.decayRate_eq
```

```
'VectorTransition.decayRate_eq' depends on axioms: [propext, Classical.choice, Quot.sound]
```

## What the definitions and theorems say

`spin n` holds the three explicit matrices for spin $n/2$, so integer and half-integer spins are both covered. The type `Fin (n + 1)` labels the sublevels, starting from the largest $m$. `IsVectorOperator V` is the commutator condition, with `levi` as the Levi-Civita symbol. `decayOp V` is $D$, `lineStrength V` is $S$, and `decayRate V ψ` is $\sum_k\|V_k\psi\|^2$.

`decayOp_eq` states the matrix identity for all `n` and `n'`. `decayRate_eq` states the rate for any complex vector `ψ` whose squared moduli sum to one, superpositions included.

## How the lemmas carry the derivation

`spin_hermitian` and `IsVectorOperator.adjoint` supply the adjoint relation. In `decayOp_comm`, the step `key` is the split commutator; `Finset.sum_comm` then exchanges the two summation indices, and `hl` provides the antisymmetry that cancels the terms.

`scalar_of_comm_spin` is Schur's lemma for these explicit spin matrices only, not for general irreducible representations. Its step `hz` removes the off-diagonal entries, and `hd` moves along the diagonal by induction, cancelling the nonzero square root each time. `trace_decayOp` fixes the constant in `decayOp_eq`, and `decayRate_eq` writes the rate as an expectation value of $D$.

`spin_half_witness` checks, entry by entry, that the spin-1/2 matrices themselves satisfy the vector condition. For them $S=3/2$ and the common rate is $3/4$.

## Where equal rates stop being guaranteed

The vector condition is assumed of the matrices supplied, not derived from an atomic Hamiltonian or from the electromagnetic field. A code whose amplitudes violate it, through a wrong phase or basis order for example, gets no guarantee.

The equal weights of the three components stand for emission into isotropic free space, summed over photon directions and polarisations. A cavity or a nearby surface can weight them unequally, and the decay rates can then depend on the state. The count rate behind a polarisation-selective detector can depend on the state too, even when the total decay rate does not.

The prefactor depends on the transition frequency, so a common prefactor assumes a single frequency. If a magnetic field splits the levels, the frequencies differ between sublevels, and equal rates become an approximation. With several final levels, each contributes its own constant, multiplied by its own prefactor.

The theorems concern rates only. They do not describe the time evolution of the populations, the angular pattern of the light, or the distribution over final sublevels, which generally does depend on the initial state.
